# Every isometry of a finite-dimensional Euclidean space is an orthogonal map about a point followed by a translation that the map fixes

A rigid motion of Euclidean space, reflections included, can be written as a generalised screw. For an invertible distance-preserving map `g` of a finite-dimensional real inner product space `V`, the theorem asserts that there are a linear isometry `A` of `V` onto itself and vectors `c` and `t` with `A t = t` and `g p = c + A (p - c) + t` for every `p`. The attempt takes `A p = g p - g 0` and splits `g 0` into a part `A y - y` in the range of `A - 1` and a part `t` orthogonal to that range. It then sets `c = -y`, and gets `A t = t` by using the orthogonality to show that `A t - t` has zero norm.

An attempt in Lean 4 with a fault in it:

```lean
import Mathlib

open Module

namespace ScrewDecomposition

noncomputable section

variable {V : Type*} [NormedAddCommGroup V] [InnerProductSpace ℝ V]

/-- Every isometry of a finite-dimensional Euclidean space is a generalised screw: an orthogonal
map `A` about a point `c`, followed by a translation `t` that `A` leaves fixed. -/
theorem screw_decomposition [FiniteDimensional ℝ V] (g : V ≃ᵢ V) :
    ∃ (A : V ≃ₗᵢ[ℝ] V) (c t : V), A t = t ∧ ∀ p, g p = c + A (p - c) + t := by
  obtain ⟨A, hA⟩ : ∃ A : V ≃ₗᵢ[ℝ] V, ∀ p, A p = g p - g 0 :=
    ⟨g.toRealLinearIsometryEquiv, fun p => g.toRealLinearIsometryEquiv_apply p⟩
  -- split the translation along the range of `A - 1` and its orthogonal complement
  obtain ⟨k, ⟨y, hy⟩, t, ht, hb⟩ := Submodule.exists_add_mem_mem_orthogonal
    (LinearMap.range (A.toLinearEquiv.toLinearMap - LinearMap.id)) (g 0)
  have hk : A y - y = k := hy
  refine ⟨A, -y, t, ?_, fun p => ?_⟩
  · have h := (Submodule.mem_orthogonal' _ t).1 ht (A t - t) ⟨t, rfl⟩
    have e := norm_sub_sq_real (A t) t
    rw [inner_sub_right, real_inner_self_eq_norm_sq, real_inner_comm] at h
    rw [A.norm_map] at e
    have z : ‖A t - t‖ ^ 2 = 0 := by linarith
    exact sub_eq_zero.mp (norm_eq_zero.mp (pow_eq_zero_iff two_ne_zero |>.mp z))
  · have h := hA p
    rw [hb, ← hk] at h
    rw [map_sub, map_neg]
    linear_combination (norm := module) -h

end

end ScrewDecomposition
```

Lean reports:

```
Main.lean:18:36: error: Function expected at
  Submodule.exists_add_mem_mem_orthogonal (↑A.toLinearEquiv - LinearMap.id).range
but this term has type
  ∃ y ∈ ?m.97, ∃ z ∈ ?m.97ᗮ, (↑A.toLinearEquiv - LinearMap.id).range = y + z

Note: Expected a function because this term is being applied to the argument
  (g 0)
Main.lean:18:9: error: Tactic `rcases` failed: `x✝ : ?m.149` is not an inductive datatype
```

The first message says that `Submodule.exists_add_mem_mem_orthogonal`, once given the range of `A - 1`, is already a complete existence statement and cannot be applied to `g 0` as well. The lemma's one explicit argument here is the vector to be split; the subspace `K` is implicit. Passed by position, the range was therefore taken for the vector. The message shows this: the range stands on the left of `= y + z`, while the subspace is still the unknown `?m.97`.

The second message follows from the first. As the term failed to elaborate, `rcases`, which does the work of the `obtain` pattern, was left with a value of unknown type and had nothing to take apart.

The diff's only change is to pass the range by name, as `(K := ...)`. It then fills the implicit subspace, `g 0` becomes the vector, and the result is an existence statement that the pattern can unpack.

The repair, with which the file compiles:

```diff
@@ -17,5 +17,5 @@
   -- split the translation along the range of `A - 1` and its orthogonal complement
   obtain ⟨k, ⟨y, hy⟩, t, ht, hb⟩ := Submodule.exists_add_mem_mem_orthogonal
-    (LinearMap.range (A.toLinearEquiv.toLinearMap - LinearMap.id)) (g 0)
+    (K := LinearMap.range (A.toLinearEquiv.toLinearMap - LinearMap.id)) (g 0)
   have hk : A y - y = k := hy
   refine ⟨A, -y, t, ?_, fun p => ?_⟩
```
